# The plain one-pair ring CCD iteration runs away to minus infinity when $b>a>0$

**Question.** When my ring CCD iteration blows up, I can't tell whether the RPA problem is unstable or my starting amplitude was bad. For one pair with diagonal element $a$ and coupling $b$, the update is

$$t_{n+1}=-\frac{b(1+t_n^2)}{2a}.$$

I believe that for $b>a>0$ it decreases strictly to $-\infty$ from every real start, so that failure to converge signals the instability. Can this be made rigorous and machine-checked, including what the start has to be for that diagnosis?

**Answer.** Yes. The runaway holds from every real start. The diagnosis holds for the start $t_0=0$, but not for arbitrary starts.

## A uniform drop beyond the instability

Let $r(t)=b+2at+bt^2$ be the Riccati residual. One update gives

$$t_{n+1}-t_n=-\frac{b+bt_n^2+2at_n}{2a}=-\frac{r(t_n)}{2a}.$$

Completing the square,

$$b\,r(t)=(bt+a)^2+b^2-a^2\ge b^2-a^2 .$$

So each update lowers the amplitude by at least $\delta=(b^2-a^2)/(2ab)$. For $b>a>0$ this is positive, the sequence is strictly decreasing, and $t_n\le t_0-n\delta\to-\infty$.

## The link to the RPA frequencies

The RPA equations for an excitation component $v_0$ and a de-excitation component $v_1$ are

$$av_0+bv_1=\omega v_0,\qquad -bv_0-av_1=\omega v_1 .$$

Hence $(\omega-a)v_0=bv_1$ and $(\omega+a)v_1=-bv_0$. Multiplying the first by $\omega+a$ and inserting the second gives $(\omega^2-a^2)v_0=-b^2v_0$; the same elimination works for $v_1$. Since $v\ne0$, $\omega^2=a^2-b^2$. For positive $a,b$, a non-real $\omega$ therefore exists exactly when $a<b$; then $\omega=i\sqrt{b^2-a^2}$ has the eigenvector $(b,\omega-a)$.

## Why the start matters

Let $0<b\le a$ and $t_0=0$. The first update gives $t_1=-b/(2a)\le0$. If $-1\le t_n\le0$, then $t_n^2\le1$ and $t_{n+1}\ge-b/a\ge-1$. If also $t_{n+1}\le t_n\le0$, then $t_{n+1}^2\ge t_n^2$, so $t_{n+2}\le t_{n+1}$. The sequence decreases and is bounded below by $-1$, so it converges.

A bad start defeats this even in the stable case. If $bt\le-2a$, then $t<0$ and $t(bt+2a)\ge0$, so $r(t)\ge b$. The update drops by at least $b/(2a)$, the condition persists, and the amplitude runs away for all positive $a,b$.

## What the Lean theorems say

`amplitude a b t₀ n` is $t_n$, a real number, and `rpaMatrix` is the complex $2\times2$ matrix of the equations above. `RPAUnstable` means that this matrix has an eigenvalue with nonzero imaginary part and a nonzero eigenvector. The boundary $a=b$, where $\omega=0$, thus counts as not unstable.

- `amplitude_runaway`: for $0<a<b$ and any real $t_0$, the sequence is strictly decreasing (`StrictAnti`) and tends to $-\infty$ (`Tendsto … atTop atBot`).
- `converges_iff_not_rpaUnstable`: for $a,b>0$, the iteration from zero has a finite real limit if and only if the RPA problem is not unstable.
- `runaway_of_bad_start`: for $a,b>0$ and $bt_0\le-2a$, the amplitudes tend to $-\infty$.

The hypothesis $a>0$ stands for a positive diagonal excitation energy, and $b>0$ fixes the sign of the coupling. Changing the signs of $b$ and of all amplitudes together leaves the update unchanged, so for $b<-a<0$ the runaway goes to $+\infty$ instead. The model has one pair, real amplitudes and plain updates: damping, extrapolation and several coupled pairs are not covered. The update also divides by twice the full diagonal element $a$. A program that divides by twice an orbital-energy difference $d\ne a$ instead runs a different iteration, $t_{n+1}=t_n-r(t_n)/(2d)$, for which the diagnosis can fail: with $a=3$, $b=2$, $d=1$ and $t_0=0$ it alternates between $0$ and $-1$, although the RPA problem is stable. For the update studied here, started from zero, amplitudes without a finite limit do indicate an instability. Reaching an iteration limit alone does not, because convergence becomes slow as $b$ approaches $a$ from below.

```lean
import Mathlib

open Filter Topology Matrix

namespace RingCCDRunaway

noncomputable section

/-- Residual of the one-pair ring CCD (Riccati) equation with diagonal element `a` and
coupling `b`. -/
def riccati (a b t : ℝ) : ℝ := b + 2 * a * t + b * t ^ 2

/-- One update of the ring CCD amplitude. -/
def ringStep (a b t : ℝ) : ℝ := -b * (1 + t ^ 2) / (2 * a)

/-- The ring CCD amplitude after `n` updates, starting from `t₀`. -/
def amplitude (a b t₀ : ℝ) : ℕ → ℝ
  | 0 => t₀
  | n + 1 => ringStep a b (amplitude a b t₀ n)

/-- The one-pair RPA matrix, acting on an excitation and a de-excitation component. -/
def rpaMatrix (a b : ℝ) : Matrix (Fin 2) (Fin 2) ℂ :=
  !![(a : ℂ), (b : ℂ); -(b : ℂ), -(a : ℂ)]

/-- RPA instability: the RPA matrix has an eigenvalue that is not real. -/
def RPAUnstable (a b : ℝ) : Prop :=
  ∃ ω : ℂ, ω.im ≠ 0 ∧ ∃ v : Fin 2 → ℂ, v ≠ 0 ∧ rpaMatrix a b *ᵥ v = ω • v

/-- An update changes the amplitude by minus the Riccati residual divided by `2a`. -/
theorem ringStep_sub (a b t : ℝ) (ha : a ≠ 0) :
    ringStep a b t - t = -(riccati a b t / (2 * a)) := by
  unfold ringStep riccati
  field_simp
  ring

/-- For positive `a` and `b`, each updated amplitude is at most the old amplitude minus `(b² -
a²)/(2ab)`. -/
theorem ringStep_drop (a b t : ℝ) (ha : 0 < a) (hb : 0 < b) :
    ringStep a b t ≤ t - (b ^ 2 - a ^ 2) / (2 * a * b) := by
  have h1 := ringStep_sub a b t ha.ne'
  -- complete the square in the residual
  have h2 : (b ^ 2 - a ^ 2) / (2 * a * b) ≤ riccati a b t / (2 * a) := by
    rw [div_le_div_iff₀ (by positivity) (by positivity)]
    have h3 : b ^ 2 - a ^ 2 ≤ riccati a b t * b := by
      unfold riccati
      nlinarith [sq_nonneg (b * t + a)]
    have h4 := mul_le_mul_of_nonneg_right h3 (by positivity : (0 : ℝ) ≤ 2 * a)
    linarith
  linarith

/-- A real sequence that drops by at least a fixed positive amount at each step is strictly
decreasing and tends to minus infinity. -/
theorem runaway_of_drop (u : ℕ → ℝ) (δ : ℝ) (hδ : 0 < δ)
    (h : ∀ n, u (n + 1) ≤ u n - δ) : StrictAnti u ∧ Tendsto u atTop atBot := by
  refine ⟨strictAnti_nat_of_succ_lt (fun n => by linarith [h n]), ?_⟩
  have bound : ∀ n : ℕ, u n ≤ u 0 - n * δ := by
    intro n
    induction n with
    | zero => simp
    | succ n ih =>
      push_cast
      linarith [h n]
  rw [tendsto_atTop_atBot]
  intro B
  obtain ⟨N, hN⟩ := exists_nat_gt ((u 0 - B) / δ)
  rw [div_lt_iff₀ hδ] at hN
  refine ⟨N, fun n hn => ?_⟩
  have hc : (N : ℝ) ≤ n := by exact_mod_cast hn
  linarith [bound n, mul_le_mul_of_nonneg_right hc hδ.le]

/-- For `b > a > 0` the ring CCD amplitudes decrease strictly and tend to minus infinity from
every real starting value. -/
theorem amplitude_runaway (a b t₀ : ℝ) (ha : 0 < a) (hab : a < b) :
    StrictAnti (amplitude a b t₀) ∧ Tendsto (amplitude a b t₀) atTop atBot := by
  have hb : 0 < b := ha.trans hab
  have hgap : 0 < b ^ 2 - a ^ 2 := by nlinarith
  exact runaway_of_drop _ ((b ^ 2 - a ^ 2) / (2 * a * b)) (by positivity)
    (fun n => ringStep_drop a b (amplitude a b t₀ n) ha hb)

/-- The eigenvalue problem of the RPA matrix, written as two coupled equations. -/
theorem rpa_equations (a b : ℝ) (ω : ℂ) (v : Fin 2 → ℂ) :
    rpaMatrix a b *ᵥ v = ω • v ↔
      (a : ℂ) * v 0 + b * v 1 = ω * v 0 ∧ -(b : ℂ) * v 0 - a * v 1 = ω * v 1 := by
  simp [funext_iff, Fin.forall_fin_two, rpaMatrix, dotProduct,
    Fin.sum_univ_two, sub_eq_add_neg]

/-- For positive `a` and `b`, the one-pair RPA problem is unstable exactly when `b` exceeds
`a`. -/
theorem rpaUnstable_iff (a b : ℝ) (ha : 0 < a) (hb : 0 < b) :
    RPAUnstable a b ↔ a < b := by
  constructor
  · rintro ⟨ω, him, v, hv, h⟩
    obtain ⟨e0, e1⟩ := (rpa_equations a b ω v).1 h
    -- eliminating one component gives the squared frequency
    have k0 : (ω ^ 2 - ((a : ℂ) ^ 2 - (b : ℂ) ^ 2)) * v 0 = 0 := by
      linear_combination (-(ω + a)) * e0 - (b : ℂ) * e1
    have k1 : (ω ^ 2 - ((a : ℂ) ^ 2 - (b : ℂ) ^ 2)) * v 1 = 0 := by
      linear_combination (b : ℂ) * e0 + ((a : ℂ) - ω) * e1
    have hω : ω ^ 2 = (a : ℂ) ^ 2 - (b : ℂ) ^ 2 := by
      by_contra hne
      have hne' := sub_ne_zero.2 hne
      exact hv (funext (Fin.forall_fin_two.2
        ⟨(mul_eq_zero.1 k0).resolve_left hne', (mul_eq_zero.1 k1).resolve_left hne'⟩))
    have hre : ω.re * ω.re - ω.im * ω.im = a * a - b * b := by
      simpa [pow_two] using congrArg Complex.re hω
    have hi : ω.re * ω.im + ω.im * ω.re = 0 := by
      simpa [pow_two] using congrArg Complex.im hω
    have hprod : ω.re * ω.im = 0 := by linarith
    have hr0 : ω.re = 0 := (mul_eq_zero.1 hprod).resolve_right him
    rw [hr0] at hre
    have hpos : 0 < ω.im * ω.im := mul_self_pos.2 him
    by_contra hle
    have hle' : b ≤ a := not_lt.1 hle
    nlinarith
  · intro hab
    have hgap : 0 < b ^ 2 - a ^ 2 := by nlinarith
    have hs : ((Real.sqrt (b ^ 2 - a ^ 2) : ℝ) : ℂ) ^ 2 = (b : ℂ) ^ 2 - (a : ℂ) ^ 2 := by
      exact_mod_cast Real.sq_sqrt hgap.le
    -- the imaginary frequency and its eigenvector
    obtain ⟨ω, hωdef⟩ : ∃ ω : ℂ, ω = (Real.sqrt (b ^ 2 - a ^ 2) : ℝ) * Complex.I := ⟨_, rfl⟩
    have hω : ω ^ 2 = (a : ℂ) ^ 2 - (b : ℂ) ^ 2 := by
      rw [hωdef, mul_pow, Complex.I_sq, hs]
      ring
    refine ⟨ω, ?_, ![(b : ℂ), ω - a], ?_, (rpa_equations a b ω _).2 ⟨?_, ?_⟩⟩
    · have him : ω.im = Real.sqrt (b ^ 2 - a ^ 2) := by simp [hωdef]
      rw [him]
      exact (Real.sqrt_pos.2 hgap).ne'
    · intro h0
      have hb0 : (b : ℂ) = 0 := congrFun h0 0
      exact hb.ne' (by exact_mod_cast hb0)
    · show (a : ℂ) * b + b * (ω - a) = ω * b
      ring
    · show -(b : ℂ) * b - a * (ω - a) = ω * (ω - a)
      linear_combination -hω

/-- For `0 < b ≤ a` the amplitudes started from zero stay between `-1` and `0` and never
increase. -/
theorem amplitude_stable (a b : ℝ) (hb : 0 < b) (hba : b ≤ a) (n : ℕ) :
    -1 ≤ amplitude a b 0 n ∧ amplitude a b 0 (n + 1) ≤ amplitude a b 0 n ∧
      amplitude a b 0 n ≤ 0 := by
  have h2a : 0 < 2 * a := by linarith
  induction n with
  | zero =>
    refine ⟨by simp [amplitude], ?_, le_refl _⟩
    show -b * (1 + (0 : ℝ) ^ 2) / (2 * a) ≤ 0
    rw [div_le_iff₀ h2a]
    linarith
  | succ n ih =>
    obtain ⟨h1, h2, h3⟩ := ih
    refine ⟨?_, ?_, h2.trans h3⟩
    · show -1 ≤ -b * (1 + amplitude a b 0 n ^ 2) / (2 * a)
      rw [le_div_iff₀ h2a]
      have hsq : amplitude a b 0 n ^ 2 ≤ 1 := by nlinarith
      linarith [mul_le_mul_of_nonneg_left hsq hb.le]
    · -- the update is monotone on nonpositive amplitudes
      show -b * (1 + amplitude a b 0 (n + 1) ^ 2) / (2 * a) ≤
        -b * (1 + amplitude a b 0 n ^ 2) / (2 * a)
      rw [div_le_iff₀ h2a, div_mul_cancel₀ _ h2a.ne']
      have hsq : amplitude a b 0 n ^ 2 ≤ amplitude a b 0 (n + 1) ^ 2 := by nlinarith
      linarith [mul_le_mul_of_nonneg_left hsq hb.le]

/-- For positive `a` and `b`, the ring CCD iteration started from zero converges if and only if
the one-pair RPA problem is not unstable. -/
theorem converges_iff_not_rpaUnstable (a b : ℝ) (ha : 0 < a) (hb : 0 < b) :
    (∃ L : ℝ, Tendsto (amplitude a b 0) atTop (𝓝 L)) ↔ ¬ RPAUnstable a b := by
  rw [rpaUnstable_iff a b ha hb]
  constructor
  · rintro ⟨L, hL⟩ hab
    exact not_tendsto_nhds_of_tendsto_atBot (amplitude_runaway a b 0 ha hab).2 L hL
  · intro hab
    have hs := amplitude_stable a b hb (not_lt.1 hab)
    refine ⟨_, tendsto_atTop_ciInf (antitone_nat_of_succ_le fun n => (hs n).2.1) ⟨-1, ?_⟩⟩
    rintro _ ⟨n, rfl⟩
    exact (hs n).1

/-- For all positive `a` and `b`, the amplitudes tend to minus infinity from any starting value
`t₀` with `b t₀ ≤ -2a`. -/
theorem runaway_of_bad_start (a b t₀ : ℝ) (ha : 0 < a) (hb : 0 < b)
    (h₀ : b * t₀ ≤ -(2 * a)) : Tendsto (amplitude a b t₀) atTop atBot := by
  have drop : ∀ t : ℝ, b * t ≤ -(2 * a) → ringStep a b t ≤ t - b / (2 * a) := by
    intro t ht
    have ht0 : t ≤ 0 := by
      by_contra hpos
      linarith [mul_pos hb (not_le.1 hpos)]
    have hr : b ≤ riccati a b t := by
      unfold riccati
      nlinarith [mul_nonneg_of_nonpos_of_nonpos ht0 (by linarith : b * t + 2 * a ≤ 0)]
    have hd : b / (2 * a) ≤ riccati a b t / (2 * a) := by
      rw [div_le_iff₀ (by positivity), div_mul_cancel₀ _ (by positivity)]
      exact hr
    linarith [ringStep_sub a b t ha.ne']
  have hδ : 0 < b / (2 * a) := by positivity
  -- the bad region is never left
  have stay : ∀ n, b * amplitude a b t₀ n ≤ -(2 * a) := by
    intro n
    induction n with
    | zero => exact h₀
    | succ n ih =>
      have hle : amplitude a b t₀ (n + 1) ≤ amplitude a b t₀ n :=
        (drop _ ih).trans (by linarith)
      exact (mul_le_mul_of_nonneg_left hle hb.le).trans ih
  exact (runaway_of_drop _ _ hδ (fun n => drop _ (stay n))).2

end

end RingCCDRunaway
```

```lean
#print axioms RingCCDRunaway.converges_iff_not_rpaUnstable
-- 'RingCCDRunaway.converges_iff_not_rpaUnstable' depends on axioms: [propext, Classical.choice, Quot.sound]
#print axioms RingCCDRunaway.runaway_of_bad_start
-- 'RingCCDRunaway.runaway_of_bad_start' depends on axioms: [propext, Classical.choice, Quot.sound]
```

## How the proof follows the algebra

`ringStep_sub` is the residual identity, closed by `field_simp` and `ring`. `ringStep_drop` completes the square by giving `nlinarith` the fact `sq_nonneg (b * t + a)`. `runaway_of_drop` proves $u_n\le u_0-n\delta$ by induction and then picks $N$ large enough to pass any bound; `amplitude_runaway` combines the two.

`rpa_equations` unfolds the matrix equation into its two rows. In `rpaUnstable_iff`, `linear_combination` performs the elimination. Real and imaginary parts of $\omega^2=a^2-b^2$ then force $\operatorname{Re}\omega=0$ and $a<b$; the converse supplies the explicit eigenvector.

`amplitude_stable` carries the bounds and the monotonicity through one induction. The equivalence then uses convergence of bounded decreasing sequences in one direction and the runaway in the other. `runaway_of_bad_start` proves the drop (`drop`) and the persistence of the condition (`stay`), then applies `runaway_of_drop` again.
